# Static RPA screening depends on A and B only through their sum

We describe screening by the modes of the random-phase approximation (RPA), and we require the amplitudes of each mode to solve the RPA eigenvalue equation. The closed formula for the screening is then a consequence and not a definition. For a single electronic transition the data are two real numbers: the resonant element $A$, and the coupling $B$ between excitation and de-excitation. A mode has an excitation amplitude $X$, a de-excitation amplitude $Y$ and a frequency $\Omega$, with

$$
\begin{pmatrix} A & B\\ -B & -A\end{pmatrix}\begin{pmatrix} X\\ Y\end{pmatrix}=\Omega\begin{pmatrix} X\\ Y\end{pmatrix},\qquad \Omega=\sqrt{A^2-B^2},\qquad X^2-Y^2=1 .
$$

In the GW approximation, such a mode contributes $M^2\left[\frac{1}{\omega-\Omega}-\frac{1}{\omega+\Omega}\right]$ to the screened interaction at frequency $\omega$, where $M=d\,(X+Y)$ and $d$ is the strength with which the transition couples to the charge being screened. At $\omega=0$ this is $-2d^2(X+Y)^2/\Omega$. We call the value for $d=1$ the static screening.

## One transition, with and without de-excitation

Let $A>|B|$. Then $A+B$ and $A-B$ are both positive, so $\Omega>0$. This is the stability condition: the mode oscillates at a real, nonzero frequency. The two rows of the eigenvalue equation are

$$
AX+BY=\Omega X,\qquad -BX-AY=\Omega Y .
$$

Subtracting the second from the first gives $(A+B)(X+Y)=\Omega(X-Y)$. Multiplying by $X+Y$ and using the normalisation gives

$$
(A+B)(X+Y)^2=\Omega(X^2-Y^2)=\Omega ,
\qquad\text{so}\qquad -\frac{2(X+Y)^2}{\Omega}=-\frac{2}{A+B}.
$$

A normalised mode does exist: choose $X+Y=\sqrt{\Omega/(A+B)}$ and $X-Y=\sqrt{(A+B)/\Omega}$.

The Tamm-Dancoff approximation sets $Y=0$ and keeps $AX=\Omega X$ with $X^2=1$. Hence $\Omega=A$, and the screening is $-2/A$. The difference between the two values is

$$
-\frac{2}{A+B}+\frac{2}{A}=\frac{2B}{A(A+B)} .
$$

Now let $A=D+lK$ and $B=lK$, where $D>0$ is the bare transition energy, $K$ is an interaction element and $l$ scales the interaction. If $|lK|<D/2$, then $D+lK\ge D-|lK|>|lK|$, so the stability condition holds near $l=0$. There the two screenings are $-2/(D+2lK)$ and $-2/(D+lK)$, with derivatives

$$
\frac{4K}{(D+2lK)^2}\quad\text{and}\quad\frac{2K}{(D+lK)^2}.
$$

At $l=0$ these are $4K/D^2$ and $2K/D^2$. In this one-transition model, Tamm-Dancoff screening therefore has the correct non-interacting value but only half of the RPA's first-order change.

## Many coupled transitions

For several transitions, $A$, $B$, $X$ and $Y$ become real square matrices. Column $s$ of $X$ and $Y$ holds the amplitudes of mode $s$, and $\Omega$ now denotes the diagonal matrix of the frequencies $\Omega_s$, all nonzero. The equations are

$$
AX+BY=X\Omega,\qquad -BX-AY=Y\Omega,
$$

with $X^TX-Y^TY=1$ and $X^TY=Y^TX$. The last condition makes each mode orthogonal, in the indefinite metric, to the partner modes obtained by exchanging $X$ and $Y$.

Subtraction again gives $(A+B)(X+Y)=(X-Y)\Omega$. The orthonormality conditions give

$$
(X+Y)^T(X-Y)=(X^TX-Y^TY)-(X^TY-Y^TX)=1 .
$$

For square matrices a one-sided inverse is two-sided, so $(X-Y)(X+Y)^T=1$ as well. Therefore

$$
(A+B)\,(X+Y)\Omega^{-1}(X+Y)^T=(X-Y)(X+Y)^T=1 ,
$$

and the matrix multiplying $A+B$ is its inverse. For a vector $d$ of coupling strengths,

$$
-2\sum_s\frac{\big(\sum_i d_i(X+Y)_{is}\big)^2}{\Omega_s}=-2\,d\cdot(A+B)^{-1}d .
$$

For a finite set of transitions with real amplitudes and a complete set of modes with nonzero frequencies, the RPA correction to the bare interaction at $\omega=0$ can thus be obtained from a linear solve with $A+B$, without diagonalising the RPA problem. Many Bethe-Salpeter calculations use such a static screened interaction, whereas GW calculations generally also need its frequency dependence.

## Modes and screening as Lean definitions

All quantities are real numbers or real matrices.

```lean
import Mathlib

open Matrix Topology

namespace StaticScreeningRPA

noncomputable section
```

The single-transition matrix fixes the sign convention: the lower row is $(-B,-A)$.

```lean
/-- The RPA matrix of a single transition, with resonant element `A` and coupling `B`
between excitation and de-excitation. -/
def rpaMatrix (A B : ℝ) : Matrix (Fin 2) (Fin 2) ℝ := !![A, B; -B, -A]
```

The frequency is the nonnegative square root.

```lean
/-- The RPA frequency `√(A² - B²)` of a single transition, for `|B| ≤ A`. -/
def rpaFrequency (A B : ℝ) : ℝ := √(A ^ 2 - B ^ 2)
```

The predicate `IsRPAMode` combines the matrix eigenvalue equation with the normalisation. The symbol `*ᵥ` is the action of a matrix on a vector, and `•` is multiplication by a scalar.

```lean
/-- `(X, Y)` is an eigenvector of the RPA matrix at the RPA frequency,
normalised to `X² - Y² = 1`. -/
def IsRPAMode (A B X Y : ℝ) : Prop :=
  rpaMatrix A B *ᵥ ![X, Y] = rpaFrequency A B • ![X, Y] ∧ X ^ 2 - Y ^ 2 = 1
```

In the Tamm-Dancoff predicate the frequency is a free variable, which the equation then determines.

```lean
/-- `X` is a normalised Tamm-Dancoff amplitude with frequency `Ω`: the de-excitation
amplitude is dropped and only the resonant element `A` is kept. -/
def IsTDAMode (A X Ω : ℝ) : Prop := A * X = Ω * X ∧ X ^ 2 = 1
```

Both approximations use the same screening function. The Tamm-Dancoff case is obtained by inserting $Y=0$.

```lean
/-- Static screening by one mode with amplitudes `X`, `Y` and nonzero frequency `Ω`,
per unit squared coupling. -/
def staticScreening (X Y Ω : ℝ) : ℝ := -2 * (X + Y) ^ 2 / Ω
```

For many transitions, the finite type `n` labels both the transitions and the modes, so there are as many modes as transitions. The structure's four fields are the two RPA equations and the two orthonormality conditions. That such a complete set exists is a hypothesis. Symmetry of $A$ and $B$ is not a separate hypothesis, because the four conditions imply it. The frequencies may have either sign.

```lean
/-- The RPA equations for many coupled transitions: the columns of `X` and `Y` are the amplitudes of
the modes, `Ω` lists their frequencies, and in the indefinite RPA metric the modes are orthonormal
and orthogonal to the partners with `X` and `Y` exchanged. -/
structure IsRPASolution {n : Type*} [Fintype n] [DecidableEq n]
    (A B X Y : Matrix n n ℝ) (Ω : n → ℝ) : Prop where
  excitation : A * X + B * Y = X * diagonal Ω
  deexcitation : -(B * X) - A * Y = Y * diagonal Ω
  normalised : Xᵀ * X - Yᵀ * Y = 1
  orthogonal : Xᵀ * Y = Yᵀ * X
```

In the mode sum, `d ᵥ* (X + Y)` is the row vector with entries $\sum_i d_i(X+Y)_{is}$. Spin factors are not separate parameters: they belong in $A$, $B$ and $d$.

```lean
/-- Static screening summed over all modes, for transitions that couple to the charge with strengths
`d`. The formula has this meaning when all frequencies are nonzero. -/
def modeSumScreening {n : Type*} [Fintype n]
    (d : n → ℝ) (X Y : Matrix n n ℝ) (Ω : n → ℝ) : ℝ :=
  -2 * ∑ s, (d ᵥ* (X + Y)) s ^ 2 / Ω s
```

## The mode sum inverts A + B

The first theorem is the matrix identity derived above. Its step `h1` is the difference of the RPA equations, `h2` is the consequence of orthonormality, `h3` reverses the order of the two factors, and `h4` cancels the frequencies, which is where `hΩ` enters. The closing calculation joins the four.

```lean
/-- If all RPA frequencies are nonzero, the mode sum `(X + Y) Ω⁻¹ (X + Y)ᵀ` is a right
inverse of `A + B`. -/
theorem add_mul_modeSum {n : Type*} [Fintype n] [DecidableEq n]
    {A B X Y : Matrix n n ℝ} {Ω : n → ℝ} (h : IsRPASolution A B X Y Ω)
    (hΩ : ∀ s, Ω s ≠ 0) :
    (A + B) * ((X + Y) * diagonal (fun s => (Ω s)⁻¹) * (X + Y)ᵀ) = 1 := by
  -- the difference of the two RPA equations
  have h1 : (A + B) * (X + Y) = (X - Y) * diagonal Ω := by
    calc (A + B) * (X + Y) = (A * X + B * Y) - (-(B * X) - A * Y) := by noncomm_ring
      _ = (X - Y) * diagonal Ω := by rw [h.excitation, h.deexcitation, sub_mul]
  -- orthonormality makes `X - Y` the inverse transpose of `X + Y`
  have h2 : (X + Y)ᵀ * (X - Y) = 1 := by
    calc (X + Y)ᵀ * (X - Y) = (Xᵀ * X - Yᵀ * Y) - (Xᵀ * Y - Yᵀ * X) := by
          rw [Matrix.transpose_add]; noncomm_ring
      _ = 1 := by rw [h.normalised, h.orthogonal, sub_self, sub_zero]
  have h3 : (X - Y) * (X + Y)ᵀ = 1 := mul_eq_one_comm.mp h2
  have h4 : diagonal Ω * diagonal (fun s => (Ω s)⁻¹) = 1 := by
    rw [Matrix.diagonal_mul_diagonal, ← Matrix.diagonal_one]
    congr 1
    funext s
    exact mul_inv_cancel₀ (hΩ s)
  calc (A + B) * ((X + Y) * diagonal (fun s => (Ω s)⁻¹) * (X + Y)ᵀ)
      = ((A + B) * (X + Y)) * diagonal (fun s => (Ω s)⁻¹) * (X + Y)ᵀ := by
        simp only [Matrix.mul_assoc]
    _ = (X - Y) * (diagonal Ω * diagonal (fun s => (Ω s)⁻¹)) * (X + Y)ᵀ := by
        rw [h1]; simp only [Matrix.mul_assoc]
    _ = 1 := by rw [h4, Matrix.mul_one, h3]
```

The next theorem states that $A+B$ is invertible and that the screening equals $-2\,d\cdot(A+B)^{-1}d$ for every $d$. The proof replaces the inverse by the mode sum, then moves one factor $X+Y$ onto each copy of $d$, which leaves the sum of squares divided by frequencies.

```lean
/-- For coupled transitions with nonzero RPA frequencies, the static screening summed over
all modes is `-2 d · (A + B)⁻¹ d`, and `A + B` is invertible. -/
theorem modeSumScreening_eq {n : Type*} [Fintype n] [DecidableEq n]
    {A B X Y : Matrix n n ℝ} {Ω : n → ℝ} (h : IsRPASolution A B X Y Ω)
    (hΩ : ∀ s, Ω s ≠ 0) (d : n → ℝ) :
    IsUnit (A + B) ∧ modeSumScreening d X Y Ω = -2 * (d ⬝ᵥ (A + B)⁻¹ *ᵥ d) := by
  have key := add_mul_modeSum h hΩ
  refine ⟨⟨⟨_, _, key, mul_eq_one_comm.mp key⟩, rfl⟩, ?_⟩
  rw [Matrix.inv_eq_right_inv key, ← Matrix.mulVec_mulVec, ← Matrix.mulVec_mulVec,
    Matrix.dotProduct_mulVec, Matrix.mulVec_transpose]
  simp only [modeSumScreening, dotProduct, Matrix.mulVec_diagonal]
  congr 1
  refine Finset.sum_congr rfl fun s _ => ?_
  ring
```

A two-transition example satisfies all four conditions, with frequencies 2 and 4. It only checks the algebra and is not a physical GW case: in the RPA used there, with real orbitals, $B$ is positive semidefinite and $A-B$ is diagonal, and neither holds for these matrices. Here

$$
A+B=\begin{pmatrix}2&-2\\-2&6\end{pmatrix},\qquad X+Y=\begin{pmatrix}1&1\\0&1\end{pmatrix}.
$$

For $d=(1,0)$ the mode sum is $-2(\tfrac12+\tfrac14)=-\tfrac32$, in agreement with $-2\cdot\tfrac68$ from the inverse.

```lean
/-- Two coupled transitions with frequencies 2 and 4 that solve the RPA equations. -/
theorem isRPASolution_witness :
    IsRPASolution !![4, 1; 1, 5] !![-2, -3; -3, 1]
      !![1, 1 / 2; -1 / 2, 1] !![0, 1 / 2; 1 / 2, 0] ![2, 4] := by
  constructor <;> ext i j <;> fin_cases i <;> fin_cases j <;>
    norm_num [Matrix.mul_apply, Fin.sum_univ_two, Matrix.diagonal]
```

## The single-transition values

The scalar theorem assumes $|B|<A$ and any normalised mode. From the hypothesis the proof obtains $A+B>0$, $A-B>0$ and $\Omega>0$. The equations `h0` and `h1` are the two rows of the eigenvalue equation. The step `key` multiplies their difference by $X+Y$ and adds the normalisation times $\Omega$, exactly as in the derivation by hand.

```lean
/-- For a single transition with `A > |B|`, the static RPA screening is `-2/(A + B)`. -/
theorem rpa_staticScreening {A B X Y : ℝ} (hAB : |B| < A) (h : IsRPAMode A B X Y) :
    staticScreening X Y (rpaFrequency A B) = -2 / (A + B) := by
  obtain ⟨hv, hn⟩ := h
  obtain ⟨hl, hr⟩ := abs_lt.mp hAB
  have hs : 0 < A + B := by linarith
  have hd : 0 < A - B := by linarith
  have hw : 0 < rpaFrequency A B := Real.sqrt_pos.mpr (by nlinarith [mul_pos hs hd])
  have h0 : A * X + B * Y = rpaFrequency A B * X := by
    simpa [rpaMatrix, Matrix.mulVec, dotProduct, Fin.sum_univ_two] using congrFun hv 0
  have h1 : -B * X + -A * Y = rpaFrequency A B * Y := by
    simpa [rpaMatrix, Matrix.mulVec, dotProduct, Fin.sum_univ_two] using congrFun hv 1
  -- the squared transition amplitude is `Ω / (A + B)`
  have key : (A + B) * (X + Y) ^ 2 = rpaFrequency A B := by
    linear_combination (X + Y) * (h0 - h1) + rpaFrequency A B * hn
  rw [staticScreening, div_eq_div_iff hw.ne' hs.ne']
  linear_combination -2 * key
```

For $A=17$ and $B=15$ the frequency is 8, and the amplitudes $5/4$ and $-3/4$ are normalised. The screening is $-2\cdot\tfrac14/8=-\tfrac1{16}$, which is $-2/32$; the Tamm-Dancoff value would be $-2/17$.

```lean
/-- The amplitudes `X = 5/4`, `Y = -3/4` form a normalised RPA mode for `A = 17`, `B = 15`. -/
theorem isRPAMode_witness : IsRPAMode 17 15 (5 / 4) (-3 / 4) := by
  have hw : rpaFrequency 17 15 = 8 := by
    rw [rpaFrequency, show (17 : ℝ) ^ 2 - 15 ^ 2 = 8 ^ 2 by norm_num]
    exact Real.sqrt_sq (by norm_num)
  refine ⟨?_, by norm_num⟩
  rw [hw]
  ext i
  fin_cases i <;> norm_num [rpaMatrix, Matrix.mulVec, dotProduct, Fin.sum_univ_two]
```

The Tamm-Dancoff result is stated after multiplication by $A$. Since $X^2=1$ excludes $X=0$, the amplitude can be cancelled from $AX=\Omega X$, which gives $\Omega=A$.

```lean
/-- For `A > 0`, the static Tamm-Dancoff screening times `A` is `-2`. -/
theorem tda_staticScreening {A X Ω : ℝ} (hA : 0 < A) (h : IsTDAMode A X Ω) :
    A * staticScreening X 0 Ω = -2 := by
  obtain ⟨he, hn⟩ := h
  have hX : X ≠ 0 := by
    rintro rfl
    norm_num at hn
  have hΩ : A = Ω := mul_right_cancel₀ hX he
  subst hΩ
  rw [staticScreening, add_zero, hn]
  field_simp
```

The difference takes an RPA mode $(X,Y)$ and a Tamm-Dancoff amplitude $Z$ for the same $A$. The proof inserts the two closed values and combines the fractions. Since $A$ and $A+B$ are positive, the sign of the difference is the sign of $B$: for $B>0$ the Tamm-Dancoff approximation screens too strongly.

```lean
/-- For `A > |B|`, the static RPA screening minus the Tamm-Dancoff one is
`2B / (A (A + B))`. -/
theorem rpa_sub_tda {A B X Y Z Ω : ℝ} (hAB : |B| < A) (h : IsRPAMode A B X Y)
    (h' : IsTDAMode A Z Ω) :
    staticScreening X Y (rpaFrequency A B) - staticScreening Z 0 Ω
      = 2 * B / (A * (A + B)) := by
  have hA : 0 < A := (abs_nonneg B).trans_lt hAB
  have hs : A + B ≠ 0 := by linarith [(abs_lt.mp hAB).1] |> ne_of_gt
  have ht : staticScreening Z 0 Ω = -2 / A := by
    rw [eq_div_iff hA.ne']
    linear_combination tda_staticScreening hA h'
  rw [rpa_staticScreening hAB h, ht]
  field_simp
  ring
```

## First-order change with the interaction

Both slopes come from one function, $-2/(D+lc)$, with $c=2K$ for the RPA and $c=K$ for Tamm-Dancoff. `HasDerivAt f f' 0` says that `f` is differentiable at 0 with derivative `f'`, and the lemma follows from the quotient rule.

```lean
/-- For `D > 0`, the function `-2/(D + l c)` of `l` has slope `2c/D²` at `l = 0`. -/
theorem hasDerivAt_shiftedGap {D : ℝ} (hD : 0 < D) (c : ℝ) :
    HasDerivAt (fun l : ℝ => -2 / (D + l * c)) (2 * c / D ^ 2) 0 := by
  have h : HasDerivAt (fun l : ℝ => D + l * c) c 0 :=
    HasDerivAt.congr_deriv (((hasDerivAt_id' (0 : ℝ)).mul_const c).const_add D) (by ring)
  refine ((hasDerivAt_const (0 : ℝ) (-2 : ℝ)).fun_div h (by simpa using hD.ne')).congr_deriv ?_
  simp only [zero_mul, add_zero]
  ring
```

In the final theorem the amplitudes are functions of $l$. The notation `∀ᶠ l in 𝓝 (0 : ℝ)` means "for all $l$ in some neighbourhood of 0", and only there must the amplitudes solve their equations. They need not be continuous: an eigenvector may change sign from one $l$ to the next, but the screening contains only squares.

The proof first shows that $|lK|<D+lK$ persists near $l=0$, because this condition defines an open set that contains 0. On that neighbourhood the earlier theorems identify each screening with its quotient, and functions that agree near a point have the same derivative there. The parameter $l$ scales the interaction inside $A$ and $B$ only; the external coupling stays fixed at one.

```lean
/-- With `A = D + lK`, `B = lK` and `D > 0`, the static screening has slope `4K/D²` at
`l = 0` in the RPA and `2K/D²` in the Tamm-Dancoff approximation, for any choice of
normalised modes near `l = 0`. -/
theorem screening_slopes {D K : ℝ} (hD : 0 < D) {X Y Z Ω : ℝ → ℝ}
    (hR : ∀ᶠ l in 𝓝 (0 : ℝ), IsRPAMode (D + l * K) (l * K) (X l) (Y l))
    (hT : ∀ᶠ l in 𝓝 (0 : ℝ), IsTDAMode (D + l * K) (Z l) (Ω l)) :
    HasDerivAt (fun l => staticScreening (X l) (Y l) (rpaFrequency (D + l * K) (l * K)))
      (4 * K / D ^ 2) 0 ∧
    HasDerivAt (fun l => staticScreening (Z l) 0 (Ω l)) (2 * K / D ^ 2) 0 := by
  -- the stability condition `|B| < A` persists near `l = 0`
  have hopen : IsOpen {l : ℝ | |l * K| < D + l * K} :=
    isOpen_lt (by fun_prop) (by fun_prop)
  have hst : {l : ℝ | |l * K| < D + l * K} ∈ 𝓝 (0 : ℝ) :=
    hopen.mem_nhds (by simpa using hD)
  constructor
  · refine ((hasDerivAt_shiftedGap hD (2 * K)).congr_of_eventuallyEq ?_).congr_deriv (by ring)
    filter_upwards [hst, hR] with l hl hm
    refine (rpa_staticScreening hl hm).trans ?_
    congr 1
    ring
  · refine (hasDerivAt_shiftedGap hD K).congr_of_eventuallyEq ?_
    filter_upwards [hst, hT] with l hl hm
    have hpos : 0 < D + l * K := (abs_nonneg (l * K)).trans_lt hl
    rw [eq_div_iff hpos.ne']
    linear_combination tda_staticScreening hpos hm

end

end StaticScreeningRPA
```

```lean
#print axioms StaticScreeningRPA.modeSumScreening_eq
#print axioms StaticScreeningRPA.rpa_staticScreening
#print axioms StaticScreeningRPA.rpa_sub_tda
#print axioms StaticScreeningRPA.screening_slopes
```

```
'StaticScreeningRPA.modeSumScreening_eq' depends on axioms: [propext, Classical.choice, Quot.sound]
'StaticScreeningRPA.rpa_staticScreening' depends on axioms: [propext, Classical.choice, Quot.sound]
'StaticScreeningRPA.rpa_sub_tda' depends on axioms: [propext, Classical.choice, Quot.sound]
'StaticScreeningRPA.screening_slopes' depends on axioms: [propext, Classical.choice, Quot.sound]
```
